# Odd Raman and even infrared derivatives of an inversion-odd mode under an inversion-odd distortion

Inversion symmetry enters here as a pair of parity equations for functions of two real variables, and not as an atomic structure with its symmetry group. The variable $Q$ is the coordinate of an inversion-odd vibrational mode, and $s$ is the amplitude of a distortion that breaks inversion and is itself purely odd under it, with no inversion-even part linear in $s$. The centrosymmetric structure is $(Q,s)=(0,0)$. Inversion reverses both coordinates, leaves the polarizability $a$ unchanged and reverses the dipole $m$:

$$a(-Q,-s)=a(Q,s),\qquad m(-Q,-s)=-m(Q,s).$$

These are the hypotheses `ha` and `hm`. They are assumed, not derived from a Hamiltonian. In a crystal, $m$ is the dipole per cell measured from its value at the centrosymmetric structure.

The values of $a$ and $m$ lie in real normed spaces `F` and `G`, so each may be a single component, a vector or a whole tensor, with whatever norm the space carries. Where smoothness is needed, it is `ContDiff ℝ 2`: two continuous derivatives on the whole $(Q,s)$ plane.

```lean
import Mathlib

open Filter Topology

namespace InversionBreakingRaman

noncomputable section

variable {F G : Type*} [NormedAddCommGroup F] [NormedSpace ℝ F]
  [NormedAddCommGroup G] [NormedSpace ℝ G]
```

For a response function $f$, write $f_Q(0,s)$ for its derivative in $Q$ at $Q=0$ with $s$ held fixed. This is `modeDeriv f s`. For $f=a$ it is the Raman derivative, and for $f=m$ the infrared derivative. The reference point stays at $Q=0$ for every $s$, so the model does not follow a shift of the mode's equilibrium or a change of its displacement pattern caused by the distortion.

```lean
/-- The derivative of a response function `f (Q, s)` with respect to the mode coordinate `Q`,
taken at `Q = 0` and at fixed distortion `s`. -/
def modeDeriv (f : ℝ × ℝ → F) (s : ℝ) : F := deriv (fun Q => f (Q, s)) 0
```

Write $f_{Qs}(0,0)$ for the derivative of $s\mapsto f_Q(0,s)$ at $s=0$. This is `mixedDeriv f`.

```lean
/-- The mixed second derivative of `f (Q, s)` at the undistorted structure:
first in the mode coordinate `Q`, then in the distortion `s`. -/
def mixedDeriv (f : ℝ × ℝ → F) : F := deriv (modeDeriv f) 0
```

## (a) The mode derivative has a slope in the distortion

**Task.** Let $f$ be twice continuously differentiable. Show that $s\mapsto f_Q(0,s)$ is differentiable at $s=0$, so that

$$\lim_{s\to0}\frac{f_Q(0,s)-f_Q(0,0)}{s}=f_{Qs}(0,0).$$

**Solution.** Let $Df(Q,s)$ be the total derivative, a linear map on directions in the plane. By the chain rule along $Q\mapsto(Q,s)$,

$$f_Q(0,s)=Df(0,s)\,(1,0).$$

Since $f$ is $C^2$, $Df$ is differentiable. Composing it with $s\mapsto(0,s)$ and applying the result to the fixed vector $(1,0)$ preserves differentiability. The slope at zero is $f_{Qs}(0,0)$ by definition.

In the code, `h1` is the displayed identity, `h2` the differentiability of $Df$, and `h3` that of the mode derivative.

```lean
/-- For a twice continuously differentiable response function, the mode derivative has a
derivative in the distortion at `s = 0`, namely the mixed derivative. -/
theorem hasDerivAt_modeDeriv {f : ℝ × ℝ → F} (hf : ContDiff ℝ 2 f) :
    HasDerivAt (modeDeriv f) (mixedDeriv f) 0 := by
  -- the mode derivative is the total derivative in the direction (1, 0)
  have h1 : modeDeriv f = fun s => fderiv ℝ f (0, s) (1, 0) := by
    funext s
    have hd : DifferentiableAt ℝ f (0, s) := (hf.differentiable (by norm_num)) (0, s)
    have hc : HasDerivAt (fun Q : ℝ => (Q, s)) ((1 : ℝ), (0 : ℝ)) 0 :=
      (hasDerivAt_id' (0 : ℝ)).prodMk (hasDerivAt_const (0 : ℝ) s)
    exact (HasFDerivAt.comp_hasDerivAt (0 : ℝ) hd.hasFDerivAt hc).deriv
  have h2 : Differentiable ℝ (fderiv ℝ f) :=
    (hf.fderiv_right (m := 1) one_add_one_eq_two.le).differentiable (by simp)
  have h3 : Differentiable ℝ (modeDeriv f) := by
    rw [h1]
    have hp : Differentiable ℝ (fun s : ℝ => ((0 : ℝ), s)) := by fun_prop
    exact (h2.comp hp).clm_apply (differentiable_const _)
  exact (h3 0).hasDerivAt
```

## (b) Parity of the Raman derivative

**Task.** From the parity of $a$, show that

$$a_Q(0,-s)=-a_Q(0,s).$$

**Solution.** Putting $-Q$ for $Q$ in the parity equation gives $a(Q,-s)=a(-Q,s)$. Differentiate both sides in $Q$ at $Q=0$. The left side gives $a_Q(0,-s)$, and the chain rule gives $-a_Q(0,s)$ on the right.

It would be wrong to reverse only the mode and write $a(-Q,s)=a(Q,s)$. That would make $a_Q(0,s)$ its own negative, hence zero at every $s$, and the distortion could never activate the mode.

The rewritten parity equation is `h`, and `deriv_comp_neg` supplies the minus sign. No smoothness hypothesis appears, because Lean's `deriv` is zero where no derivative exists and the identity then reads $0=-0$.

```lean
/-- If the polarizability is unchanged when mode and distortion are both reversed, its mode
derivative is odd in the distortion. -/
theorem modeDeriv_odd {a : ℝ × ℝ → F} (ha : ∀ Q s, a (-Q, -s) = a (Q, s)) (s : ℝ) :
    modeDeriv a (-s) = -modeDeriv a s := by
  have h : (fun Q => a (Q, -s)) = fun Q => a (-Q, s) := by
    funext Q
    simpa using ha (-Q) s
  unfold modeDeriv
  rw [h]
  exact (deriv_comp_neg (fun Q => a (Q, s)) (0 : ℝ)).trans (by rw [neg_zero])
```

## (c) Parity of the infrared derivative

**Task.** From the parity of $m$, show that

$$m_Q(0,-s)=m_Q(0,s).$$

**Solution.** The same substitution gives $m(Q,-s)=-m(-Q,s)$. Differentiating at $Q=0$ yields

$$m_Q(0,-s)=-\bigl(-m_Q(0,s)\bigr)=m_Q(0,s).$$

One sign comes from the dipole and the other from the chain rule. In the code they are handled by `deriv.fun_neg` and `deriv_comp_neg`.

```lean
/-- If the dipole changes sign when mode and distortion are both reversed, its mode
derivative is even in the distortion. -/
theorem modeDeriv_even {m : ℝ × ℝ → G} (hm : ∀ Q s, m (-Q, -s) = -m (Q, s)) (s : ℝ) :
    modeDeriv m (-s) = modeDeriv m s := by
  have h : (fun Q => m (Q, -s)) = fun Q => -m (-Q, s) := by
    funext Q
    simpa using hm (-Q) s
  unfold modeDeriv
  rw [h, deriv.fun_neg]
  exact (congrArg Neg.neg (deriv_comp_neg (fun Q => m (Q, s)) (0 : ℝ))).trans
    (by rw [neg_zero, neg_neg])
```

## (d) The Raman derivative of the centrosymmetric structure

**Task.** Show that

$$a_Q(0,0)=0.$$

**Solution.** Setting $s=0$ in (b) gives $a_Q(0,0)=-a_Q(0,0)$, so $2a_Q(0,0)=0$. In a real vector space this forces $a_Q(0,0)=0$. An inversion-odd mode is therefore silent in first-order Raman scattering at the centrosymmetric structure.

The code obtains the doubled equation as `h2` and removes the factor with `smul_eq_zero`.

```lean
/-- If the polarizability is unchanged when mode and distortion are both reversed, its mode
derivative vanishes at zero distortion. -/
theorem raman_silent {a : ℝ × ℝ → F} (ha : ∀ Q s, a (-Q, -s) = a (Q, s)) :
    modeDeriv a 0 = 0 := by
  have h := modeDeriv_odd ha 0
  rw [neg_zero] at h
  have h2 : (2 : ℝ) • modeDeriv a 0 = 0 := by
    rw [two_smul]
    exact eq_neg_iff_add_eq_zero.mp h
  exact (smul_eq_zero.mp h2).resolve_left two_ne_zero
```

## (e) Growth of the squared Raman derivative

**Task.** Let $a$ be $C^2$ with the stated parity. Show that

$$\lim_{\substack{s\to0\\ s\ne0}}\frac{\|a_Q(0,s)\|^2}{s^2}=\|a_{Qs}(0,0)\|^2.$$

**Solution.** By (d), the difference quotient in (a) reduces to

$$\frac{a_Q(0,s)-a_Q(0,0)}{s}=\frac{a_Q(0,s)}{s}\longrightarrow a_{Qs}(0,0).$$

The norm and the square are continuous, and $\|s^{-1}a_Q(0,s)\|^2=\|a_Q(0,s)\|^2/s^2$, which gives the limit. The limit may be zero: parity permits the mixed derivative but does not make it nonzero.

For a single component selected by the light polarizations, the squared derivative is the tensor factor in the non-resonant Raman intensity of a vibration along this fixed displacement pattern; frequency and thermal factors are left out. In a real distorted structure the vibration can also mix with Raman-active modes at first order in $s$, which can change the coefficient of $s^2$. The filter `𝓝[≠] 0` means that $s$ approaches zero through nonzero values. In the code, `h` is the limit of the quotient after `.norm` and `.pow 2`, and the final rewriting puts it in the stated form.

```lean
/-- For a twice continuously differentiable polarizability that is unchanged when mode and
distortion are both reversed, the squared norm of the Raman derivative divided by the squared
distortion tends to the squared norm of the mixed derivative as the nonzero distortion goes to zero.
-/
theorem raman_activation {a : ℝ × ℝ → F} (hC : ContDiff ℝ 2 a)
    (ha : ∀ Q s, a (-Q, -s) = a (Q, s)) :
    Tendsto (fun s => ‖modeDeriv a s‖ ^ 2 / s ^ 2) (𝓝[≠] 0) (𝓝 (‖mixedDeriv a‖ ^ 2)) := by
  -- the difference quotient at zero distortion, squared in norm
  have h := ((hasDerivAt_iff_tendsto_slope_zero.mp (hasDerivAt_modeDeriv hC)).norm).pow 2
  refine h.congr fun s => ?_
  rw [zero_add, raman_silent ha, sub_zero, norm_smul, mul_pow, norm_inv, Real.norm_eq_abs,
    inv_pow, sq_abs, div_eq_inv_mul]
```

## (f) Slope of the infrared derivative

**Task.** Let $m$ be $C^2$ with the stated parity. Show that

$$\left.\frac{d}{ds}m_Q(0,s)\right|_{s=0}=0.$$

**Solution.** By (a) the slope exists and equals $m_{Qs}(0,0)$. Differentiating the identity in (c) at $s=0$ gives $-m_{Qs}(0,0)=m_{Qs}(0,0)$, hence $m_{Qs}(0,0)=0$.

In the code, `he` is the evenness, `h1` says that the slope equals its own negative, and `h3` concludes that it is zero. In `HasDerivAt (modeDeriv m) 0 0`, the first zero is the slope and the second is the point $s=0$.

```lean
/-- For a twice continuously differentiable dipole that changes sign when mode and distortion
are both reversed, the infrared derivative has zero slope at zero distortion. -/
theorem infrared_stationary {m : ℝ × ℝ → G} (hC : ContDiff ℝ 2 m)
    (hm : ∀ Q s, m (-Q, -s) = -m (Q, s)) : HasDerivAt (modeDeriv m) 0 0 := by
  have h := hasDerivAt_modeDeriv hC
  -- the slope of the even function `modeDeriv m` at the origin equals its own negative
  have he : (fun s => modeDeriv m (-s)) = modeDeriv m := funext (modeDeriv_even hm)
  have h1 := deriv_comp_neg (modeDeriv m) (0 : ℝ)
  rw [he, neg_zero] at h1
  have h2 : (2 : ℝ) • mixedDeriv m = 0 := by
    rw [two_smul]
    exact eq_neg_iff_add_eq_zero.mp h1
  have h3 : mixedDeriv m = 0 := (smul_eq_zero.mp h2).resolve_left two_ne_zero
  rwa [h3] at h
```

## (g) Both responses together

**Task.** For $C^2$ functions $a$ and $m$ with the two parities, collect the results:

$$\begin{aligned}
a_Q(0,-s)&=-a_Q(0,s), & \frac{\|a_Q(0,s)\|^2}{s^2}&\to\|a_{Qs}(0,0)\|^2,\\
m_Q(0,-s)&=m_Q(0,s), & m_{Qs}(0,0)&=0.
\end{aligned}$$

**Solution.** These are (b), (e), (c) and (f), and the proof term lists them in that order.

For response calculations on a series of slightly distorted structures, with the derivatives taken at $Q=0$ along the same displacement pattern in each, this smooth two-coordinate model gives a consistency check: the squared Raman derivative starts as $s^2$ if the mixed derivative is nonzero, while the infrared derivative has no term linear in $s$.

```lean
/-- Let polarizability and dipole be twice continuously differentiable, the first even and the
second odd under joint reversal of mode and distortion. Then the Raman derivative is odd in the
distortion, with its squared norm over `s ^ 2` tending to the squared norm of the mixed derivative,
and the infrared derivative is even with zero slope at `s = 0`. -/
theorem raman_infrared_response {a : ℝ × ℝ → F} {m : ℝ × ℝ → G}
    (hCa : ContDiff ℝ 2 a) (hCm : ContDiff ℝ 2 m)
    (ha : ∀ Q s, a (-Q, -s) = a (Q, s)) (hm : ∀ Q s, m (-Q, -s) = -m (Q, s)) :
    (∀ s, modeDeriv a (-s) = -modeDeriv a s) ∧
    Tendsto (fun s => ‖modeDeriv a s‖ ^ 2 / s ^ 2) (𝓝[≠] 0) (𝓝 (‖mixedDeriv a‖ ^ 2)) ∧
    (∀ s, modeDeriv m (-s) = modeDeriv m s) ∧
    HasDerivAt (modeDeriv m) 0 0 :=
  ⟨modeDeriv_odd ha, raman_activation hCa ha, modeDeriv_even hm, infrared_stationary hCm hm⟩
```

## (h) Slope of the squared infrared derivative

**Task.** For one real dipole component $m$ that is $C^2$ and has the stated parity, show that

$$\left.\frac{d}{ds}\,m_Q(0,s)^2\right|_{s=0}=0.$$

**Solution.** The derivative of the square is $2\,m_Q(0,0)\,m_{Qs}(0,0)$, and the last factor vanishes by (f). So the infrared strength of that component, taken as the squared derivative, does not change to first order in $s$.

The code differentiates the square with `fun_pow`, and `simp` evaluates the resulting product.

```lean
/-- For a twice continuously differentiable real dipole component that changes sign when mode
and distortion are both reversed, the squared infrared derivative has zero slope at zero
distortion. -/
theorem infrared_intensity_stationary {m : ℝ × ℝ → ℝ} (hC : ContDiff ℝ 2 m)
    (hm : ∀ Q s, m (-Q, -s) = -m (Q, s)) :
    HasDerivAt (fun s => modeDeriv m s ^ 2) 0 0 :=
  ((infrared_stationary hC hm).fun_pow 2).congr_deriv (by simp)
```

## (i) A polynomial model with both parities

**Task.** Take real constants $\alpha,c,\mu,\nu$ and set

$$a(Q,s)=\alpha+cQs,\qquad m(Q,s)=\mu Q+\nu Qs^2.$$

Here $\alpha$ is the polarizability of the centrosymmetric structure, $c$ couples it to mode and distortion jointly, $\mu$ is the undistorted infrared derivative, and $\nu$ is its quadratic change with distortion.

```lean
/-- A model polarizability: a constant plus a term bilinear in mode and distortion. -/
def modelPolarizability (α c : ℝ) : ℝ × ℝ → ℝ := fun x => α + c * x.1 * x.2

/-- A model dipole: linear in the mode, with a coefficient quadratic in the distortion. -/
def modelDipole (μ ν : ℝ) : ℝ × ℝ → ℝ := fun x => μ * x.1 + ν * x.1 * x.2 ^ 2
```

Show that both functions are $C^2$ with the required parities, and that

$$a_Q(0,s)=cs,\qquad m_Q(0,s)=\mu+\nu s^2.$$

**Solution.** Both functions are polynomials, hence $C^2$. Reversing $Q$ and $s$ leaves $Qs$ unchanged and reverses $Q$ and $Qs^2$, which gives the parities. Differentiating in $Q$ at fixed $s$ gives the two formulas. The ratio in (e) then equals $c^2$ at every nonzero $s$, so choosing $c\ne0$ gives a nonzero Raman limit.

In the code, `fun_prop` proves smoothness, `ring` proves the parities, and the last two blocks build the derivatives term by term.

```lean
/-- The model polarizability and dipole are twice continuously differentiable and have the
required parities; their mode derivatives are `c * s` and `μ + ν * s ^ 2`. -/
theorem raman_infrared_response_witness (α c μ ν : ℝ) :
    ContDiff ℝ 2 (modelPolarizability α c) ∧ ContDiff ℝ 2 (modelDipole μ ν) ∧
    (∀ Q s, modelPolarizability α c (-Q, -s) = modelPolarizability α c (Q, s)) ∧
    (∀ Q s, modelDipole μ ν (-Q, -s) = -modelDipole μ ν (Q, s)) ∧
    (∀ s, modeDeriv (modelPolarizability α c) s = c * s) ∧
    (∀ s, modeDeriv (modelDipole μ ν) s = μ + ν * s ^ 2) := by
  refine ⟨?_, ?_, ?_, ?_, ?_, ?_⟩
  · unfold modelPolarizability
    fun_prop
  · unfold modelDipole
    fun_prop
  · intro Q s
    simp only [modelPolarizability]
    ring
  · intro Q s
    simp only [modelDipole]
    ring
  · intro s
    have h : HasDerivAt (fun Q : ℝ => α + c * Q * s) (c * s) 0 :=
      ((((hasDerivAt_id' (0 : ℝ)).const_mul c).mul_const s).const_add α).congr_deriv (by ring)
    exact h.deriv
  · intro s
    have h : HasDerivAt (fun Q : ℝ => μ * Q + ν * Q * s ^ 2) (μ + ν * s ^ 2) 0 :=
      (((hasDerivAt_id' (0 : ℝ)).const_mul μ).fun_add
        (((hasDerivAt_id' (0 : ℝ)).const_mul ν).mul_const (s ^ 2))).congr_deriv (by ring)
    exact h.deriv

end

end InversionBreakingRaman
```

```lean
#print axioms InversionBreakingRaman.raman_infrared_response
#print axioms InversionBreakingRaman.infrared_intensity_stationary
```

```
'InversionBreakingRaman.raman_infrared_response' depends on axioms: [propext, Classical.choice, Quot.sound]
'InversionBreakingRaman.infrared_intensity_stationary' depends on axioms: [propext, Classical.choice, Quot.sound]
```
